# The difference of two equal exponentials on a chain solves the free hopping equation with opposite sources at their centres

For one particle on an infinite chain with nearest-neighbour hopping, the theorem takes the unnormalised real amplitude ψ(n) = x^|n| − x^|n−d|, centred on sites 0 and d. It states that ψ(n+1) + ψ(n−1) = (x + 1/x)ψ(n) − (1/x − x)(δ_{n,0} − δ_{n,d}) at every integer site n. Here x is any nonzero real number and d any natural number, so decay of the amplitude is not assumed, and for d = 0 both ψ and the sources vanish. The attempt writes q for 1/x, keeping only xq = 1, and first shows that a single exponential has one source at its centre, treating sites to the left of the centre, at it and to the right separately. It then takes this result at n and at n − d and subtracts.

As first written in Lean, the proof fails:

```lean
import Mathlib

namespace TwoImpurityChain

noncomputable section

/-- The indicator of site `m` on the chain. -/
def site (m n : ℤ) : ℝ := if n = m then 1 else 0

/-- The difference of two exponentials centred at the two impurities. -/
def oddOrbital (x : ℝ) (d : ℕ) (n : ℤ) : ℝ := x ^ n.natAbs - x ^ (n - d).natAbs

/-- The odd orbital obeys the free chain equation with opposite sources at the impurities. -/
theorem oddOrbital_source {x : ℝ} (hx : x ≠ 0) (d : ℕ) (n : ℤ) :
    oddOrbital x d (n + 1) + oddOrbital x d (n - 1) =
      (x + 1 / x) * oddOrbital x d n - (1 / x - x) * (site 0 n - site d n) := by
  have hi : x * (1 / x) = 1 := mul_one_div_cancel hx
  generalize 1 / x = q at hi ⊢
  -- one exponential has a single source at its centre
  have tail : ∀ m : ℤ, x ^ (m + 1).natAbs + x ^ (m - 1).natAbs =
      (x + q) * x ^ m.natAbs - (q - x) * site 0 m := by
    intro m
    rcases lt_trichotomy m 0 with h | h | h
    · obtain ⟨k, hk⟩ : ∃ k : ℕ, m = -((k : ℤ) + 1) := ⟨(-m - 1).toNat, by omega⟩
      rw [show (m + 1).natAbs = k by omega, show (m - 1).natAbs = k + 2 by omega,
        show m.natAbs = k + 1 by omega, site, if_neg h.ne]
      linear_combination -x ^ k * hi
    · subst h
      simp [site]
    · obtain ⟨k, hk⟩ : ∃ k : ℕ, m = (k : ℤ) + 1 := ⟨(m - 1).toNat, by omega⟩
      rw [show (m + 1).natAbs = k + 2 by omega, show (m - 1).natAbs = k by omega,
        show m.natAbs = k + 1 by omega, site, if_neg h.ne']
      linear_combination -x ^ k * hi
  have h1 := tail n
  have h2 := tail (n - d)
  have hsite : site 0 (n - d) = site d n := by simp [site, sub_eq_zero]
  rw [hsite, show n - (d : ℤ) + 1 = n + 1 - d by ring,
    show n - (d : ℤ) - 1 = n - 1 - d by ring] at h2
  unfold oddOrbital
  linear_combination h1 - h2

end

end TwoImpurityChain
```

Compiling this gives:

```
Main.lean:28:4: error: unsolved goals
case inr.inl
x : ℝ
hx : x ≠ 0
d : ℕ
n : ℤ
q : ℝ
hi : x * q = 1
⊢ x + x = x + q - (q - x)
```

The one error is in the middle case of `tail`, where the site is the centre itself, m = 0. There `simp [site]` evaluates the absolute values, the powers and the indicator, but it does not finish the proof: the goal `x + x = x + q - (q - x)` is left over, and Lean reports it as unsolved.

The remaining goal is true. On the right q cancels and x + x remains, whatever the value of q, so the hypothesis `hi` is not needed. What is missing is the algebra: `simp` applies its simplification rules but does not in general bring both sides of an equation to a common polynomial form, and here its rules left the two q terms uncancelled.

The diff adds `ring` after `simp [site]`. That tactic proves identities that follow from the laws of a commutative ring, and this is one, so the case closes.

The repair, with which the file compiles:

```diff
@@ -28,4 +28,5 @@
     · subst h
       simp [site]
+      ring
     · obtain ⟨k, hk⟩ : ∃ k : ℕ, m = (k : ℤ) + 1 := ⟨(m - 1).toNat, by omega⟩
       rw [show (m + 1).natAbs = k + 2 by omega, show (m - 1).natAbs = k by omega,
```
